# On a finite lattice, the transverse polarization term cancels the Coulomb interaction of disjoint polarizations

In the multipolar (Power–Zienau–Woolley) gauge, two neutral molecules that do not overlap have no instantaneous interaction: the product of their transverse polarizations cancels their Coulomb interaction. To state this on a lattice, one must decide what "the Coulomb interaction" means when the lattice Laplacian has no inverse, as happens with periodic boundaries. The choice made here is to accept any matrix $G$ that solves the Poisson equation for every charge density that is the divergence of some field. An invertible Laplacian is then a special case.

The polarizations are real vectors, given for one arrangement of the charges, and $\varepsilon_0$ and the cell volume are set to one. The continuum limit, where the polarization of point charges becomes a singular distribution, is not treated here. If two polarizations overlap, the transverse and Coulomb terms add up to the dot product of the polarizations, which need not vanish. For a multipolar simulation on a finite grid, the result means that the intermolecular parts of the Coulomb term and of the transverse term, if both are built from the same lattice divergence, should be kept or dropped together when the polarizations do not overlap.

## Fields on links, charges on sites

```lean
import Mathlib

open Matrix

namespace LatticeMultipolarGauge

noncomputable section

variable {m n : Type*} [Fintype m] [Fintype n]
```

The two finite index sets are `m` and `n`. Read `m` as the lattice sites, where charges and potentials live, and `n` as the links, or more generally the field components. A field is a function `n → ℝ`, that is, one real number per link.

```lean
/-- `G` is a Coulomb Green matrix for the lattice divergence `D`: it solves the Poisson
equation `D Dᵀ φ = ρ` for every charge density `ρ` that is a divergence. -/
def IsGreen (D : Matrix m n ℝ) (G : Matrix m m ℝ) : Prop :=
  D * Dᵀ * G * D = D
```

The matrix $D$ is the lattice divergence, not the displacement field that usually carries this letter in the multipolar gauge. It has one row per site and one column per link, and `Dᵀ` is its transpose. Since $-D^T$ acts as the gradient, a potential $\varphi$ gives the electric field $D^T\varphi$, and Gauss's law reads $DD^T\varphi=\rho$. So $DD^T$ is minus the lattice Laplacian.

`IsGreen D G` is the condition
$$DD^TG\,D=D .$$
Applied to a field $v$, it says that the potential $\varphi=G(Dv)$ solves $DD^T\varphi=Dv$. Nothing is asked of $G$ on other charge densities, and $G$ need not be symmetric. The theorems allow any real matrix $D$; that it is the divergence of an actual lattice is a matter of interpretation.

```lean
/-- The matrix `T = 1 - Dᵀ G D`. It takes the transverse part of a lattice field when `G` is a
Coulomb Green matrix for `D`. -/
def transverse [DecidableEq n] (D : Matrix m n ℝ) (G : Matrix m m ℝ) : Matrix n n ℝ :=
  1 - Dᵀ * G * D
```

This defines $T=1-D^TGD$. When $G$ is a Coulomb Green matrix, the subtracted part, $Q=D^TGD$, extracts the longitudinal component of a field. At this point $T$ is only a formula; that it is a projector is proved below.

```lean
/-- The bound charge density `ρ = -D P` of a polarization `P`. -/
def charge (D : Matrix m n ℝ) (P : n → ℝ) : m → ℝ :=
  -(D *ᵥ P)
```

The symbol `*ᵥ` multiplies a matrix by a vector, so this is the bound charge $\rho=-DP$, the lattice form of $\rho=-\nabla\cdot\mathbf P$.

```lean
/-- The product `ρ_a · G ρ_b` for the bound charges of two polarizations. It is their Coulomb
interaction when `G` is a Coulomb Green matrix for `D`. -/
def coulomb (D : Matrix m n ℝ) (G : Matrix m m ℝ) (Pa Pb : n → ℝ) : ℝ :=
  charge D Pa ⬝ᵥ (G *ᵥ charge D Pb)
```

The symbol `⬝ᵥ` is the dot product. The definition reads $V_{ab}=\rho_a\cdot G\rho_b$. When $G$ is a Coulomb Green matrix, this is the interaction energy of the two bound charge densities in the chosen units.

```lean
/-- If `D Dᵀ` is invertible, its inverse is a Coulomb Green matrix. -/
theorem isGreen_inv [DecidableEq m] (D : Matrix m n ℝ) (h : IsUnit (D * Dᵀ).det) :
    IsGreen D (D * Dᵀ)⁻¹ := by
  unfold IsGreen
  rw [Matrix.mul_nonsing_inv _ h, Matrix.one_mul]
```

A Lean theorem lists its hypotheses before the colon and its conclusion after it. Here the hypothesis `h` says that $\det(DD^T)$ is a unit, which for real numbers means nonzero. Then $G=(DD^T)^{-1}$ qualifies, because
$$DD^T(DD^T)^{-1}D=D .$$
The proof unfolds the definition and rewrites with this cancellation. Everything below therefore applies to the familiar projector $T=1-D^T(DD^T)^{-1}D$.

## The transverse projector

```lean
/-- For a Coulomb Green matrix `G`, the matrix `T` is symmetric and idempotent, and every
field in its range is free of divergence. -/
theorem transverse_projector [DecidableEq n] {D : Matrix m n ℝ} {G : Matrix m m ℝ}
    (h : IsGreen D G) :
    (transverse D G)ᵀ = transverse D G ∧
      transverse D G * transverse D G = transverse D G ∧ D * transverse D G = 0 := by
  -- `Q` is the longitudinal part
  obtain ⟨Q, hQ⟩ : ∃ Q, Q = Dᵀ * G * D := ⟨_, rfl⟩
  have hDQ : D * Q = D := by
    rw [hQ, ← Matrix.mul_assoc, ← Matrix.mul_assoc]
    exact h
  have hQt : Qᵀ = Dᵀ * Gᵀ * D := by
    rw [hQ]
    simp [Matrix.transpose_mul, Matrix.mul_assoc]
  have hQQ : Qᵀ * Q = Qᵀ := by
    rw [hQt, Matrix.mul_assoc (Dᵀ * Gᵀ) D Q, hDQ]
  -- the left side is symmetric, hence so is `Q`
  have h2 := congrArg Matrix.transpose hQQ
  rw [Matrix.transpose_mul, Matrix.transpose_transpose] at h2
  have hsym : Qᵀ = Q := hQQ.symm.trans h2
  have hidem : Q * Q = Q := by
    rw [hsym] at hQQ
    exact hQQ
  have hT : transverse D G = 1 - Q := by
    rw [hQ]
    rfl
  rw [hT]
  refine ⟨by rw [Matrix.transpose_sub, Matrix.transpose_one, hsym], ?_,
    by rw [Matrix.mul_sub, Matrix.mul_one, hDQ, sub_self]⟩
  linear_combination (norm := noncomm_ring) hidem
```

The conclusion has three parts, joined by `∧` ("and"): $T^T=T$, $T^2=T$ and $DT=0$. By hand, start from the longitudinal matrix $Q=D^TGD$. The Green condition gives at once
$$DQ=DD^TGD=D .$$
The transpose is $Q^T=D^TG^TD$, and therefore
$$Q^TQ=D^TG^T(DQ)=D^TG^TD=Q^T .$$
The left side is symmetric. Transposing the equation thus gives $Q^TQ=Q$, and comparison of the two results gives $Q^T=Q$. Symmetry of $Q$ has been derived without assuming symmetry of $G$. Putting it back into $Q^TQ=Q^T$ gives $Q^2=Q$.

For $T=1-Q$ it follows that
$$T^T=T,\qquad T^2=1-2Q+Q^2=1-Q=T,\qquad DT=D-DQ=0 .$$

The Lean proof takes the same path. Each `have` records an intermediate equation: `hDQ` is $DQ=D$, `hQQ` is $Q^TQ=Q^T$, `h2` is its transpose, and `hsym` and `hidem` are the symmetry and idempotence of $Q$. The final `linear_combination` line derives $T^2=T$ from `hidem` by algebra that respects the order of matrix products.

```lean
/-- For a Coulomb Green matrix `G`, the fields left unchanged by `T` are exactly the
divergence-free ones. -/
theorem transverse_fixes_iff [DecidableEq n] {D : Matrix m n ℝ} {G : Matrix m m ℝ}
    (h : IsGreen D G) (v : n → ℝ) :
    transverse D G *ᵥ v = v ↔ D *ᵥ v = 0 := by
  constructor
  · intro hv
    calc D *ᵥ v = D *ᵥ (transverse D G *ᵥ v) := by rw [hv]
      _ = 0 := by
        rw [Matrix.mulVec_mulVec, (transverse_projector h).2.2, Matrix.zero_mulVec]
  · intro hv
    rw [transverse, Matrix.sub_mulVec, Matrix.one_mulVec, ← Matrix.mulVec_mulVec, hv,
      Matrix.mulVec_zero, sub_zero]
```

The sign `↔` means "if and only if": $Tv=v$ holds exactly when $Dv=0$. In one direction, if $Tv=v$, then $Dv=DTv=0$. In the other, if $Dv=0$, then
$$Tv=v-D^TG(Dv)=v .$$
The two bullets of the proof are these two directions. Together with the previous theorem, this identifies $T$ as the orthogonal projector onto the divergence-free fields. That projector depends on $D$ alone, so different admissible choices of $G$ give the same $T$.

## The transverse and Coulomb terms add up to the overlap

```lean
/-- A matrix moves across the dot product as its transpose. -/
theorem mulVec_dot (A : Matrix m n ℝ) (x : n → ℝ) (y : m → ℝ) :
    (A *ᵥ x) ⬝ᵥ y = x ⬝ᵥ (Aᵀ *ᵥ y) := by
  rw [Matrix.dotProduct_mulVec, Matrix.vecMul_transpose]
```

This is the rule $(Ax)\cdot y=x\cdot(A^Ty)$, used to move matrices from one side of a dot product to the other.

```lean
/-- For a Coulomb Green matrix `G`, the product of the transverse polarizations and the
Coulomb interaction add up to the local overlap `P_a · P_b`. -/
theorem contact_add_coulomb [DecidableEq n] {D : Matrix m n ℝ} {G : Matrix m m ℝ}
    (h : IsGreen D G) (Pa Pb : n → ℝ) :
    (transverse D G *ᵥ Pa) ⬝ᵥ (transverse D G *ᵥ Pb) + coulomb D G Pa Pb = Pa ⬝ᵥ Pb := by
  obtain ⟨hs, hi, _⟩ := transverse_projector h
  -- one projector suffices in the transverse term
  have h1 : (transverse D G *ᵥ Pa) ⬝ᵥ (transverse D G *ᵥ Pb)
      = Pa ⬝ᵥ (transverse D G *ᵥ Pb) := by
    rw [mulVec_dot, hs, Matrix.mulVec_mulVec, hi]
  -- the Coulomb term is the longitudinal part of the overlap
  have h2 : coulomb D G Pa Pb = Pa ⬝ᵥ ((Dᵀ * G * D) *ᵥ Pb) := by
    unfold coulomb charge
    simp only [Matrix.mulVec_neg, neg_dotProduct, dotProduct_neg, neg_neg]
    rw [mulVec_dot]
    simp only [Matrix.mulVec_mulVec, Matrix.mul_assoc]
  rw [h1, h2, transverse, Matrix.sub_mulVec, Matrix.one_mulVec, dotProduct_sub]
  ring
```

This is the central identity. For any two polarizations, overlapping or not,
$$(TP_a)\cdot(TP_b)+V_{ab}=P_a\cdot P_b .$$
The theorem's name calls the first term a contact term, although $T$ makes it nonlocal; the strictly local quantity is the overlap on the right.

For the transverse term, symmetry and idempotence remove one projector:
$$(TP_a)\cdot(TP_b)=P_a\cdot T^TTP_b=P_a\cdot T^2P_b=P_a\cdot TP_b .$$
For the Coulomb term, the two minus signs in the charges cancel:
$$V_{ab}=(-DP_a)\cdot G(-DP_b)=(DP_a)\cdot(GDP_b)=P_a\cdot D^TGDP_b=P_a\cdot QP_b .$$
Adding the two and using $T+Q=1$ gives
$$P_a\cdot(T+Q)P_b=P_a\cdot P_b .$$

In the proof, `h1` is the first computation and `h2` the second. The last lines insert $T=1-D^TGD$, and `ring` finishes the addition of real numbers.

```lean
/-- Two real functions with disjoint supports have zero product at every index. -/
theorem mul_eq_zero_of_disjoint {k : Type*} {Pa Pb : k → ℝ}
    (hd : Disjoint (Function.support Pa) (Function.support Pb)) (i : k) :
    Pa i * Pb i = 0 := by
  by_contra hne
  exact Set.disjoint_left.mp hd (Function.mem_support.mpr (left_ne_zero_of_mul hne))
    (Function.mem_support.mpr (right_ne_zero_of_mul hne))
```

The support of a polarization is the set of indices where it is nonzero. If two supports are disjoint, then at each index $i$ at least one factor vanishes, so $P_a(i)P_b(i)=0$. Lean argues by contradiction: a nonzero product would place $i$ in both supports.

```lean
/-- For a Coulomb Green matrix `G` and two polarizations with disjoint supports, the
transverse contact term cancels the Coulomb interaction exactly. -/
theorem coulomb_cancellation [DecidableEq n] {D : Matrix m n ℝ} {G : Matrix m m ℝ}
    (h : IsGreen D G) {Pa Pb : n → ℝ}
    (hd : Disjoint (Function.support Pa) (Function.support Pb)) :
    (transverse D G *ᵥ Pa) ⬝ᵥ (transverse D G *ᵥ Pb) + coulomb D G Pa Pb = 0 := by
  rw [contact_add_coulomb h]
  exact Finset.sum_eq_zero fun i _ => mul_eq_zero_of_disjoint hd i
```

With disjoint supports, every term in $P_a\cdot P_b=\sum_iP_a(i)P_b(i)$ is zero, and the central identity becomes
$$(TP_a)\cdot(TP_b)+V_{ab}=0 .$$
The separation between the molecules plays no role. Disjointness refers to field components, so two polarizations at the same place that use different components also satisfy the hypothesis.

With a single component, disjointness forces one of the polarizations to vanish, and both terms are zero. Two components are enough for a cancellation between nonzero terms. Take one site joined to two links whose other ends lie outside the lattice, with $D=(1\;\;1)$. The charges at those outer ends are not counted, so this example checks the algebra and does not describe two neutral molecules; the ring below gives a neutral example. Then $DD^T=2$, $G=\tfrac12$ and
$$T=\frac12\begin{pmatrix}1&-1\\-1&1\end{pmatrix}.$$
For $P_a=(1,0)$ and $P_b=(0,1)$, both charges are $-1$, so $V_{ab}=\tfrac12$. The transverse parts are $\tfrac12(1,-1)$ and $\tfrac12(-1,1)$, with product $-\tfrac12$.

## Any finite number of molecules

```lean
/-- For a Coulomb Green matrix `G` and any finite number of molecules whose polarizations
have pairwise disjoint supports, the transverse and Coulomb terms of the total polarization
add up to a sum of one-molecule terms `P_a · P_a`. -/
theorem many_molecules [DecidableEq n] {ι : Type*} [Fintype ι]
    {D : Matrix m n ℝ} {G : Matrix m m ℝ} (h : IsGreen D G) (P : ι → n → ℝ)
    (hd : ∀ a b, a ≠ b → Disjoint (Function.support (P a)) (Function.support (P b))) :
    (transverse D G *ᵥ ∑ a, P a) ⬝ᵥ (transverse D G *ᵥ ∑ a, P a)
      + coulomb D G (∑ a, P a) (∑ a, P a) = ∑ a, P a ⬝ᵥ P a := by
  rw [contact_add_coulomb h]
  simp only [dotProduct, Finset.sum_apply]
  conv_rhs => rw [Finset.sum_comm]
  refine Finset.sum_congr rfl fun i _ => ?_
  rw [Finset.sum_mul_sum]
  refine Finset.sum_congr rfl fun a _ => ?_
  -- only the diagonal term survives
  exact Finset.sum_eq_single a
    (fun b _ hb => mul_eq_zero_of_disjoint (hd a b (Ne.symm hb)) i)
    (fun ha => absurd (Finset.mem_univ a) ha)
```

The finite set `ι` labels the molecules, and `hd` says that any two different molecules have disjoint supports. For the total polarization $P=\sum_aP_a$, with bound charge $\rho=-DP$, the theorem states
$$(TP)\cdot(TP)+\rho\cdot G\rho=\sum_aP_a\cdot P_a .$$
Half of the left side is the corresponding energy in the multipolar Hamiltonian, since each pair is counted twice in the full product.

The derivation applies the central identity with both polarizations equal to $P$, and then expands:
$$P\cdot P=\sum_i\Big(\sum_aP_a(i)\Big)\Big(\sum_bP_b(i)\Big)=\sum_i\sum_a\sum_bP_a(i)P_b(i).$$
All terms with $b\neq a$ vanish by disjointness, which leaves $\sum_i\sum_aP_a(i)^2=\sum_aP_a\cdot P_a$. In Lean, `Finset.sum_comm` exchanges the sums over links and molecules, `Finset.sum_mul_sum` expands the product, and `Finset.sum_eq_single` keeps the term $b=a$. What survives belongs to single molecules; for one molecule the formula is simply its own $P\cdot P$.

## A periodic ring with a singular Laplacian

```lean
/-- The divergence on a periodic ring of three sites and three links. -/
def ringDiv : Matrix (Fin 3) (Fin 3) ℝ :=
  !![1, 0, -1; -1, 1, 0; 0, -1, 1]
```

`Fin 3` numbers the sites and links $0,1,2$. Row $i$ of the matrix gives $(DP)_i=P_i-P_{i-1}$, with indices taken around the ring, so link $i$ leads from site $i$ to the next site.

```lean
/-- One third of the identity matrix on the three sites of the ring. -/
def ringGreen : Matrix (Fin 3) (Fin 3) ℝ :=
  !![1/3, 0, 0; 0, 1/3, 0; 0, 0, 1/3]
```

The proposed Green matrix is $G=\tfrac13\,\mathbb 1$. This looks too local for a Coulomb kernel, but it suffices for the neutral charge densities on this small ring.

```lean
/-- On the periodic ring `D Dᵀ` is singular, yet `ringGreen` is a Coulomb Green matrix, and unit
polarizations on links `0` and `1` have Coulomb interaction `-1/3`. -/
theorem ring_witness :
    IsGreen ringDiv ringGreen ∧ (ringDiv * ringDivᵀ).det = 0 ∧
      coulomb ringDiv ringGreen ![1, 0, 0] ![0, 1, 0] = -1/3 := by
  refine ⟨?_, ?_, ?_⟩
  · unfold IsGreen
    ext i j
    simp only [Matrix.mul_apply, Matrix.transpose_apply, Fin.sum_univ_three]
    fin_cases i <;> fin_cases j <;> simp [ringDiv, ringGreen] <;> norm_num
  · rw [Matrix.det_mul, Matrix.det_transpose]
    simp [ringDiv, Matrix.det_fin_three]
  · norm_num [coulomb, charge, ringDiv, ringGreen, Matrix.mulVec, dotProduct,
      Fin.sum_univ_succ]

end

end LatticeMultipolarGauge
```

The theorem has three parts. First, direct multiplication gives $DD^T=3\cdot\mathbb 1-J$, where $J$ is the matrix with every entry equal to one. The columns of $D$ sum to zero, so $JD=0$ and
$$DD^TGD=\tfrac13(3\cdot\mathbb 1-J)D=D .$$
Second, $\det D=0$ because the rows of $D$ add up to zero. Hence $\det(DD^T)=(\det D)^2=0$: a uniform potential produces no field, and the Laplacian cannot be inverted.

Third, unit polarizations on links $0$ and $1$ have charges
$$\rho_a=(-1,1,0),\qquad \rho_b=(0,-1,1),$$
and therefore $V_{ab}=\tfrac13\,\rho_a\cdot\rho_b=-\tfrac13$. The two dipoles share site $1$, where the positive end of one meets the negative end of the other, yet their supports on the links are disjoint.

Lean checks the first part entry by entry, with `fin_cases` running through the nine positions. It obtains the second from the determinant of a product and the third by numerical evaluation.

The cancellation can be seen directly. Here $T=\tfrac13J$ replaces a field by its average around the ring, so both transverse parts equal $\tfrac13(1,1,1)$. Their product is $\tfrac13$, which offsets the Coulomb interaction of $-\tfrac13$. The uniform field is free of divergence and therefore counts as transverse here. If a calculation left it out, the transverse term on this ring would be zero and the Coulomb interaction would remain.

```lean
#print axioms LatticeMultipolarGauge.isGreen_inv
#print axioms LatticeMultipolarGauge.transverse_fixes_iff
#print axioms LatticeMultipolarGauge.coulomb_cancellation
#print axioms LatticeMultipolarGauge.many_molecules
```

```
'LatticeMultipolarGauge.isGreen_inv' depends on axioms: [propext, Classical.choice, Quot.sound]
'LatticeMultipolarGauge.transverse_fixes_iff' depends on axioms: [propext, Classical.choice, Quot.sound]
'LatticeMultipolarGauge.coulomb_cancellation' depends on axioms: [propext, Classical.choice, Quot.sound]
'LatticeMultipolarGauge.many_molecules' depends on axioms: [propext, Classical.choice, Quot.sound]
```
